# Two finite vector sets can be biorthonormalised in sequence exactly when all leading principal minors of their cross-overlap are nonzero

## A first step that cannot be taken

Let $a_0,a_1$ and $b_0,b_1$ be two pairs of vectors with the cross-overlap

$$
M=\begin{pmatrix}0&1\\1&0\end{pmatrix},\qquad M_{ij}=\langle a_i|b_j\rangle .
$$

Suppose the pairs are to be made biorthonormal one vector at a time, each new vector being built from the old vectors up to its own position. The first step may only rescale $a_0$ and $b_0$. Their overlap is zero and stays zero under any rescaling, so it never becomes one. The procedure stops at once, although $M$ is invertible.

An invertible $M$ is therefore not enough. Every initial part of the two sets must have an invertible cross-overlap of its own.

## Vectors, coefficients and the criterion

Take $n$ vectors $a_0,\dots,a_{n-1}$ and $n$ vectors $b_0,\dots,b_{n-1}$ in a complex inner product space. With coefficient matrices $T_a$ and $T_b$, form

$$
\tilde a_i=\sum_p (T_a)_{pi}\,a_p,\qquad \tilde b_j=\sum_q (T_b)_{qj}\,b_q .
$$

The procedure is sequential if both matrices are upper triangular, so that $\tilde a_i$ contains only $a_0,\dots,a_i$, and likewise for $\tilde b_j$. The inner product is conjugate-linear in its first argument, which gives

$$
\langle\tilde a_i|\tilde b_j\rangle=\sum_{p,q}\overline{(T_a)_{pi}}\,M_{pq}\,(T_b)_{qj}=(T_a^\dagger M T_b)_{ij}.
$$

Write $M_k$ for the upper left $k\times k$ block of $M$, the cross-overlap of the first $k$ vectors of each set. The result is that invertible upper triangular $T_a,T_b$ with $T_a^\dagger M T_b=1$ exist if and only if $\det M_k\neq0$ for all $k\le n$.

For two finite sequences of Krylov vectors, as in two-sided Lanczos methods for non-Hermitian matrices, this decides in exact arithmetic whether they can be biorthonormalised in their given order. The same holds for two equally long, finite lists of non-orthogonal orbitals.

## Why the minors must be nonzero

Let $U$ be upper triangular and $A$ arbitrary. For $i,j<k$,

$$
(AU)_{ij}=\sum_{l<n}A_{il}U_{lj}=\sum_{l<k}A_{il}U_{lj},
$$

because $U_{lj}=0$ for $l\ge k>j$. Hence $(AU)_k=A_kU_k$. Applying this to $M^\dagger T_a$ and taking the adjoint gives $(T_a^\dagger M)_k=(T_a)_k^\dagger M_k$. If $T_a^\dagger M T_b=1$, then

$$
1=(T_a)_k^\dagger\,M_k\,(T_b)_k .
$$

The determinant of a triangular matrix is the product of its diagonal entries, so

$$
\overline{\prod_{i<k}(T_a)_{ii}}\;\prod_{i<k}(T_b)_{ii}\;\det M_k=1 ,
$$

and $\det M_k$ cannot vanish.

## How nonzero minors give the transformations

Now let all $\det M_k$ be nonzero. For each $j$, solve the linear system of size $j+1$

$$
M_{j+1}\,y=(0,\dots,0,1)^{T}
$$

and use $y$, extended by zeros, as column $j$ of $T_b$. This makes $T_b$ upper triangular, and

$$
(MT_b)_{ij}=\delta_{ij}\qquad\text{for } i\le j .
$$

So $MT_b$ is lower triangular with unit diagonal. Its adjoint $K=(MT_b)^\dagger$ is upper triangular with $\det K=1$. Set $T_a=K^{-1}$. Then

$$
T_a^\dagger M T_b=(K^{-1})^\dagger K^\dagger=(KK^{-1})^\dagger=1 .
$$

It remains to see that $X=K^{-1}$ is upper triangular. Fix a row $i$ and go through the columns $j<i$ in increasing order. If $X_{il}=0$ for all $l<j$, then

$$
0=(XK)_{ij}=\sum_{l\le j}X_{il}K_{lj}=X_{ij}K_{jj},
$$

and $K_{jj}=1$ gives $X_{ij}=0$. Finally, $T_b$ is invertible because the square matrix $T_a^\dagger M$ is its left inverse.

## What the swapped pair shows

For the matrix $M$ of the opening, $\det M_2=-1$ but $\det M_1=0$. If the condition at $k=1$ is dropped and only the full determinant is required to be nonzero, the criterion is false.

Triangularity matters just as much. With $T_a=1$ and $T_b=M$ one has $T_a^\dagger M T_b=M^2=1$, but this $T_b$ exchanges the two kets and so gives up their order.

## The theorem in Lean's terms

Vectors and matrix entries are indexed by `Fin n`, hence from $0$ to $n-1$. `IsUpper T` says that `T i j = 0` whenever `j < i`. `leadingBlock M hk` is $M_k$, where `hk` is the proof that $k\le n$. The value $k=0$ is included and imposes nothing, since the empty determinant is one. `Biorthogonalises M Ta Tb` collects the two triangularity conditions and $T_a^\dagger M T_b=1$; `IsUnit` expresses invertibility.

`biorthogonalisable_iff` is the criterion for an arbitrary complex square matrix. `vectors_biorthogonalisable_iff` states it for vectors, with `crossOverlap a b` for $M$ and `combine T v` for the new vectors. The space may have infinite dimension, and linear independence is not assumed.

Both sets must have the same finite length, and their order is fixed. The criterion separates zero from nonzero only: a tiny minor passes, however badly conditioned the resulting transformations may be. Nor does the theorem single out one pair $T_a,T_b$.

```lean
import Mathlib

open Matrix

namespace SequentialBiorthogonalisation

noncomputable section

variable {n : ℕ}

/-- Upper triangular coefficients: new vector `j` contains only the old vectors `i ≤ j`. -/
def IsUpper (T : Matrix (Fin n) (Fin n) ℂ) : Prop := ∀ i j, j < i → T i j = 0

/-- The upper left `k × k` block of `M`. If `M` is a cross-overlap matrix, this is the cross-overlap
of the first `k` vectors of each set. -/
def leadingBlock (M : Matrix (Fin n) (Fin n) ℂ) {k : ℕ} (hk : k ≤ n) :
    Matrix (Fin k) (Fin k) ℂ :=
  M.submatrix (Fin.castLE hk) (Fin.castLE hk)

/-- Upper triangular `Ta` (bra side) and `Tb` (ket side) turn the cross-overlap `M` into the
unit matrix. -/
def Biorthogonalises (M Ta Tb : Matrix (Fin n) (Fin n) ℂ) : Prop :=
  IsUpper Ta ∧ IsUpper Tb ∧ Taᴴ * M * Tb = 1

/-- The matrix of overlaps `⟨a i | b j⟩` between two sets of vectors. -/
def crossOverlap {E : Type*} [NormedAddCommGroup E] [InnerProductSpace ℂ E]
    (a b : Fin n → E) : Matrix (Fin n) (Fin n) ℂ :=
  Matrix.of fun i j => inner ℂ (a i) (b j)

/-- The new vectors `∑ i, T i j • v i` formed with the coefficient matrix `T`. -/
def combine {E : Type*} [NormedAddCommGroup E] [InnerProductSpace ℂ E]
    (T : Matrix (Fin n) (Fin n) ℂ) (v : Fin n → E) : Fin n → E :=
  fun j => ∑ i, T i j • v i

/-- A sum whose terms vanish from index `k` on is the sum of its first `k` terms. -/
theorem sum_leading {k : ℕ} (hk : k ≤ n) (f : Fin n → ℂ)
    (hf : ∀ j : Fin n, k ≤ j.val → f j = 0) :
    ∑ j, f j = ∑ j : Fin k, f (Fin.castLE hk j) := by
  obtain ⟨m, rfl⟩ := Nat.exists_eq_add_of_le hk
  have h0 : ∑ i : Fin m, f (Fin.natAdd k i) = 0 :=
    Finset.sum_eq_zero fun i _ => hf _ (by simp)
  rw [Fin.sum_univ_add, h0, add_zero]
  rfl

/-- The inverse of an upper triangular transformation is upper triangular. -/
theorem upper_of_left_inverse {T X : Matrix (Fin n) (Fin n) ℂ} (hT : IsUpper T)
    (h : X * T = 1) : IsUpper X := by
  let : Invertible T := ⟨X, h, mul_eq_one_comm.mp h⟩
  have hb : T.BlockTriangular id := fun i j hij => hT i j hij
  have hi := Matrix.blockTriangular_inv_of_blockTriangular hb
  rw [Matrix.inv_eq_left_inv h] at hi
  exact fun i j hij => hi hij

/-- Under upper triangular transformations the overlap of the first `k` new vectors is obtained from
that of the first `k` old vectors and the leading blocks of `Ta` and `Tb`. -/
theorem leadingBlock_transform (M : Matrix (Fin n) (Fin n) ℂ) {Ta Tb : Matrix (Fin n) (Fin n) ℂ}
    {k : ℕ} (hk : k ≤ n) (ha : IsUpper Ta) (hb : IsUpper Tb) :
    leadingBlock (Taᴴ * M * Tb) hk
      = (leadingBlock Ta hk)ᴴ * leadingBlock M hk * leadingBlock Tb hk := by
  -- an upper triangular right factor does not couple the first k columns to later ones
  have mulU : ∀ A U : Matrix (Fin n) (Fin n) ℂ, IsUpper U →
      leadingBlock (A * U) hk = leadingBlock A hk * leadingBlock U hk := by
    intro A U hU
    ext i j
    simp only [leadingBlock, Matrix.submatrix_apply, Matrix.mul_apply]
    exact sum_leading hk (fun l => A (Fin.castLE hk i) l * U l (Fin.castLE hk j))
      fun l hl => mul_eq_zero_of_right _
        (hU l _ (Fin.lt_def.mpr (lt_of_lt_of_le j.isLt hl)))
  have h1 : Taᴴ * M = (Mᴴ * Ta)ᴴ := by
    rw [Matrix.conjTranspose_mul, Matrix.conjTranspose_conjTranspose]
  have h2 : leadingBlock (Mᴴ * Ta)ᴴ hk = (leadingBlock (Mᴴ * Ta) hk)ᴴ := rfl
  have h3 : (leadingBlock Mᴴ hk)ᴴ = leadingBlock M hk := by
    ext i j
    simp [leadingBlock]
  rw [mulU _ _ hb, h1, h2, mulU _ _ ha, Matrix.conjTranspose_mul, h3]

/-- Each leading minor of the cross-overlap is the reciprocal of the product of the first `k`
diagonal coefficients of both transformations, those of the bra side conjugated. -/
theorem diagonal_mul_minor {M Ta Tb : Matrix (Fin n) (Fin n) ℂ} (h : Biorthogonalises M Ta Tb)
    {k : ℕ} (hk : k ≤ n) :
    star (∏ i : Fin k, Ta (Fin.castLE hk i) (Fin.castLE hk i))
      * (∏ i : Fin k, Tb (Fin.castLE hk i) (Fin.castLE hk i)) * (leadingBlock M hk).det = 1 := by
  obtain ⟨ha, hb, hM⟩ := h
  have ht := leadingBlock_transform M hk ha hb
  have h1 : leadingBlock (1 : Matrix (Fin n) (Fin n) ℂ) hk = 1 :=
    Matrix.submatrix_one _ (Fin.castLE_injective hk)
  rw [hM, h1] at ht
  have ta : (leadingBlock Ta hk).BlockTriangular id := fun i j hij => ha _ _ hij
  have tb : (leadingBlock Tb hk).BlockTriangular id := fun i j hij => hb _ _ hij
  have d := congrArg Matrix.det ht
  rw [Matrix.det_one, Matrix.det_mul, Matrix.det_mul, Matrix.det_conjTranspose,
    Matrix.det_of_isUpperTriangular ta, Matrix.det_of_isUpperTriangular tb] at d
  rw [mul_right_comm]
  exact d.symm

/-- Sequential biorthogonalisation by invertible upper triangular transformations is possible
exactly when all leading principal minors of the cross-overlap matrix are nonzero. -/
theorem biorthogonalisable_iff (M : Matrix (Fin n) (Fin n) ℂ) :
    (∃ Ta Tb, IsUnit Ta ∧ IsUnit Tb ∧ Biorthogonalises M Ta Tb) ↔
      ∀ (k : ℕ) (hk : k ≤ n), (leadingBlock M hk).det ≠ 0 := by
  constructor
  · rintro ⟨Ta, Tb, -, -, h⟩ k hk h0
    have := diagonal_mul_minor h hk
    rw [h0, mul_zero] at this
    exact zero_ne_one this
  intro h
  -- column j of Tb solves the linear system of the leading block of size j + 1
  have col : ∀ j : Fin n, ∃ x : Fin n → ℂ, (∀ l, j < l → x l = 0) ∧
      ∀ i, i ≤ j → ∑ l, M i l * x l = if i = j then 1 else 0 := by
    intro j
    have hk : j.val + 1 ≤ n := j.isLt
    obtain ⟨y, hy⟩ : ∃ y, leadingBlock M hk *ᵥ y = Pi.single (Fin.last j.val) 1 :=
      ⟨(leadingBlock M hk)⁻¹ *ᵥ Pi.single (Fin.last j.val) 1, by
        rw [Matrix.mulVec_mulVec,
          Matrix.mul_nonsing_inv _ (isUnit_iff_ne_zero.mpr (h _ hk)), Matrix.one_mulVec]⟩
    refine ⟨fun l => if hl : l.val < j.val + 1 then y ⟨l.val, hl⟩ else 0,
      fun l hl => dif_neg (not_lt_of_ge (Nat.succ_le_of_lt hl)), fun i hi => ?_⟩
    have hi' : i.val < j.val + 1 := Nat.lt_succ_of_le hi
    refine (sum_leading hk _ fun l hl =>
      mul_eq_zero_of_right _ (dif_neg (not_lt_of_ge hl))).trans
        (Eq.trans ?_ ((congrFun hy ⟨i.val, hi'⟩).trans ?_))
    · change _ = ∑ l, M i (Fin.castLE hk l) * y l
      refine Finset.sum_congr rfl fun l _ => ?_
      exact congrArg (fun z => M i (Fin.castLE hk l) * z) (dif_pos l.isLt)
    · simp [Pi.single_apply, Fin.ext_iff]
  choose x hx0 hx1 using col
  let Tb : Matrix (Fin n) (Fin n) ℂ := Matrix.of fun l j => x j l
  have hL : ∀ i j, i ≤ j → (M * Tb) i j = if i = j then 1 else 0 := by
    intro i j hij
    rw [Matrix.mul_apply]
    exact hx1 j i hij
  -- M * Tb is lower triangular with unit diagonal, so its adjoint K is upper and invertible
  let K := (M * Tb)ᴴ
  have hK : IsUpper K := by
    intro i j hij
    change star ((M * Tb) j i) = 0
    rw [hL j i hij.le, if_neg hij.ne, star_zero]
  have hd : K.det = 1 := by
    have ht : K.BlockTriangular id := fun i j hij => hK i j hij
    rw [Matrix.det_of_isUpperTriangular ht]
    refine Finset.prod_eq_one fun i _ => ?_
    change star ((M * Tb) i i) = 1
    rw [hL i i le_rfl, if_pos rfl, star_one]
  have hu : IsUnit K.det := by rw [hd]; exact isUnit_one
  have k1 : K * K⁻¹ = 1 := Matrix.mul_nonsing_inv K hu
  have k2 : K⁻¹ * K = 1 := Matrix.nonsing_inv_mul K hu
  have hone : (K⁻¹)ᴴ * M * Tb = 1 := by
    have := congrArg Matrix.conjTranspose k1
    rw [Matrix.conjTranspose_mul, Matrix.conjTranspose_one] at this
    rw [Matrix.mul_assoc, ← Matrix.conjTranspose_conjTranspose (M * Tb)]
    exact this
  exact ⟨K⁻¹, Tb, ⟨⟨K⁻¹, K, k2, k1⟩, rfl⟩,
    ⟨⟨Tb, (K⁻¹)ᴴ * M, mul_eq_one_comm.mp hone, hone⟩, rfl⟩,
    upper_of_left_inverse hK k2, fun l j hlj => hx0 j l hlj, hone⟩

/-- An explicit complex `2 × 2` matrix and two upper triangular transformations that turn it into
the unit matrix. -/
theorem biorthogonalises_witness :
    Biorthogonalises !![1, Complex.I; 1, 0] !![1, Complex.I; 0, -Complex.I]
      !![1, -Complex.I; 0, 1] := by
  refine ⟨by simp [IsUpper, Fin.forall_fin_two], by simp [IsUpper, Fin.forall_fin_two], ?_⟩
  ext i j
  fin_cases i <;> fin_cases j <;> simp [Matrix.mul_apply, Fin.sum_univ_succ]

/-- The cross-overlap that pairs each of two vectors with the other's partner is invertible, yet
no sequential biorthogonalisation of it exists. -/
theorem swap_not_biorthogonalisable :
    (!![0, 1; 1, 0] : Matrix (Fin 2) (Fin 2) ℂ).det ≠ 0 ∧
      ¬ ∃ Ta Tb, Biorthogonalises !![0, 1; 1, 0] Ta Tb := by
  refine ⟨by simp [Matrix.det_fin_two], ?_⟩
  rintro ⟨Ta, Tb, h⟩
  have hk : 1 ≤ 2 := by norm_num
  -- the first bra and the first ket are orthogonal
  have h0 : (leadingBlock (!![0, 1; 1, 0] : Matrix (Fin 2) (Fin 2) ℂ) hk).det = 0 := by
    rw [Matrix.det_fin_one]
    rfl
  have := diagonal_mul_minor h hk
  rw [h0, mul_zero] at this
  exact zero_ne_one this

/-- Recombining the two sets of vectors with `Ta` and `Tb` changes their cross-overlap `M` into
`Taᴴ M Tb`. -/
theorem crossOverlap_combine {E : Type*} [NormedAddCommGroup E] [InnerProductSpace ℂ E]
    (a b : Fin n → E) (Ta Tb : Matrix (Fin n) (Fin n) ℂ) :
    crossOverlap (combine Ta a) (combine Tb b) = Taᴴ * crossOverlap a b * Tb := by
  ext i j
  change inner ℂ (∑ p, Ta p i • a p) (∑ q, Tb q j • b q) = _
  rw [inner_sum, Matrix.mul_apply]
  refine Finset.sum_congr rfl fun q _ => ?_
  rw [inner_smul_right, sum_inner, Matrix.mul_apply, mul_comm (Tb q j)]
  congr 1
  refine Finset.sum_congr rfl fun p _ => ?_
  rw [inner_smul_left]
  rfl

/-- Two sets of vectors can be made biorthonormal by invertible upper triangular recombinations
exactly when all leading principal minors of their cross-overlap are nonzero. -/
theorem vectors_biorthogonalisable_iff {E : Type*} [NormedAddCommGroup E]
    [InnerProductSpace ℂ E] (a b : Fin n → E) :
    (∃ Ta Tb : Matrix (Fin n) (Fin n) ℂ, IsUnit Ta ∧ IsUnit Tb ∧ IsUpper Ta ∧ IsUpper Tb ∧
      crossOverlap (combine Ta a) (combine Tb b) = 1) ↔
      ∀ (k : ℕ) (hk : k ≤ n), (leadingBlock (crossOverlap a b) hk).det ≠ 0 := by
  simp only [crossOverlap_combine]
  exact biorthogonalisable_iff (crossOverlap a b)

end

end SequentialBiorthogonalisation
```

```lean
#print axioms SequentialBiorthogonalisation.swap_not_biorthogonalisable
-- 'SequentialBiorthogonalisation.swap_not_biorthogonalisable' depends on axioms: [propext, Classical.choice, Quot.sound]
#print axioms SequentialBiorthogonalisation.vectors_biorthogonalisable_iff
-- 'SequentialBiorthogonalisation.vectors_biorthogonalisable_iff' depends on axioms: [propext, Classical.choice, Quot.sound]
```

## From leading blocks to determinants

`sum_leading` shortens a sum whose terms vanish from index $k$ on. It writes $n=k+m$ and splits the sum there. In `leadingBlock_transform` the local statement `mulU` uses it to obtain $(AU)_k=A_kU_k$; the left factor is then treated through $T_a^\dagger M=(M^\dagger T_a)^\dagger$, as in the derivation.

`diagonal_mul_minor` inserts $T_a^\dagger M T_b=1$, takes determinants of both sides and replaces the triangular ones by diagonal products. The forward direction of `biorthogonalisable_iff` follows immediately, since a zero minor would turn this identity into $0=1$. The invertibility assumptions are not needed there.

## Building the two matrices

In the converse direction, `col` supplies one column for each `j`. The vector `y` is the inverse of the leading block applied to the last unit vector, and the `if` expression extends it by zeros. `sum_leading` then reduces the full matrix-vector product to the small system that `y` solves. `choose` collects the columns, and they are assembled into `Tb`.

The statement `hL` records $(MT_b)_{ij}=\delta_{ij}$ for $i\le j$. From it, `hK` and `hd` derive that `K` is upper triangular with determinant one. `hone` is the adjoint of $KK^{-1}=1$, and `upper_of_left_inverse` supplies the triangularity of $K^{-1}$, using Mathlib's theorem on inverses of block triangular matrices in place of the column-by-column argument.

## Two examples and the passage to vectors

`biorthogonalises_witness` checks, entry by entry, that

$$
M=\begin{pmatrix}1&i\\1&0\end{pmatrix},\quad
T_a=\begin{pmatrix}1&i\\0&-i\end{pmatrix},\quad
T_b=\begin{pmatrix}1&-i\\0&1\end{pmatrix}
$$

satisfy the biorthogonalisation relation. The minors here are $1$ and $-i$. The complex entries make the conjugation on the bra side visible.

`swap_not_biorthogonalisable` treats the opening example. It computes both determinants and applies `diagonal_mul_minor` at $k=1$. It excludes every upper triangular pair satisfying the relation, without assuming invertibility separately.

`crossOverlap_combine` expands the inner product of two sums, which produces the conjugated coefficients of $T_a$ and the unconjugated ones of $T_b$. Rewriting with this identity turns the statement about vectors into the matrix criterion, and `biorthogonalisable_iff` closes the proof.
